# The free Dirac Hamiltonian at fixed momentum has characteristic polynomial $(X^2-(p\cdot p+m^2))^2$

For a real momentum $p=(p_0,p_1,p_2)$ and a real mass $m$, the $4\times4$ matrix $H=\alpha\cdot p+\beta m$ satisfies

$$\det(X-H)=\bigl(X^2-(p\cdot p+m^2)\bigr)^2 .$$

If $p$ and $m$ are not both zero, then $E=\sqrt{p\cdot p+m^2}$ is positive, and the eigenspaces at $+E$ and $-E$ each have complex dimension two.

The indices 0, 1, 2 stand for the directions $x$, $y$, $z$, and units have $c=1$. The momentum is a fixed vector of numbers, so $H$ acts on the four spinor components of a single plane wave. The differential operator on spinor fields, with its continuous spectrum, is not treated, and there is no potential. Within this free, fixed-momentum model, the double degeneracy is that of the two spin states at each sign of the energy. Four-component electronic-structure methods work with the Dirac differential operator and add a potential to it.

```lean
import Mathlib

open Matrix Polynomial

namespace FreeDiracHamiltonian

noncomputable section
```

## The matrices and the energy

In the Dirac representation each $\alpha_i$ carries the Pauli matrix $\sigma_i$ in its off-diagonal blocks,

$$\alpha_i=\begin{pmatrix}0&\sigma_i\\ \sigma_i&0\end{pmatrix},\qquad
\beta=\begin{pmatrix}1&0\\0&-1\end{pmatrix},$$

where the entries are $2\times2$ blocks. The matrix for the $x$ direction contains $\sigma_x$.

```lean
/-- The Dirac matrix alpha_x in the Dirac representation. -/
def alphaX : Matrix (Fin 4) (Fin 4) ℂ :=
  !![0, 0, 0, 1; 0, 0, 1, 0; 0, 1, 0, 0; 1, 0, 0, 0]
```

The one for $y$ contains $\sigma_y$ and is the only one with imaginary entries.

```lean
/-- The Dirac matrix alpha_y in the Dirac representation. -/
def alphaY : Matrix (Fin 4) (Fin 4) ℂ :=
  !![0, 0, 0, -Complex.I; 0, 0, Complex.I, 0; 0, -Complex.I, 0, 0; Complex.I, 0, 0, 0]
```

The one for $z$ contains $\sigma_z$.

```lean
/-- The Dirac matrix alpha_z in the Dirac representation. -/
def alphaZ : Matrix (Fin 4) (Fin 4) ℂ :=
  !![0, 0, 1, 0; 0, 0, 0, -1; 1, 0, 0, 0; 0, -1, 0, 0]
```

The mass term has opposite signs on the upper and lower pairs of components.

```lean
/-- The Dirac matrix beta in the Dirac representation. -/
def beta : Matrix (Fin 4) (Fin 4) ℂ :=
  !![1, 0, 0, 0; 0, 1, 0, 0; 0, 0, -1, 0; 0, 0, 0, -1]
```

The Hamiltonian is the combination $H=p_0\alpha_x+p_1\alpha_y+p_2\alpha_z+m\beta$. In Lean, `p : Fin 3 → ℝ` and `m : ℝ` are real, and are converted to complex numbers when they multiply the matrices. The mass may have either sign.

```lean
/-- The free Dirac Hamiltonian alpha.p + beta m, in units with c = 1. -/
def hamiltonian (p : Fin 3 → ℝ) (m : ℝ) : Matrix (Fin 4) (Fin 4) ℂ :=
  (p 0 : ℂ) • alphaX + (p 1 : ℂ) • alphaY + (p 2 : ℂ) • alphaZ + (m : ℂ) • beta
```

The energy is the non-negative root $E=\sqrt{p\cdot p+m^2}$, with `p ⬝ᵥ p` for the dot product.

```lean
/-- The relativistic energy, the square root of p.p + m^2. -/
def energy (p : Fin 3 → ℝ) (m : ℝ) : ℝ := Real.sqrt (p ⬝ᵥ p + m ^ 2)
```

## Four numbers in place of the Pauli matrices

Put $a=p_0-ip_1$, $b=p_0+ip_1$ and $c=p_2$; from here on $c$ is this component and not the speed of light. Then

$$S=\sigma\cdot p=\begin{pmatrix}c&a\\b&-c\end{pmatrix},\qquad
H=\begin{pmatrix}m&S\\S&-m\end{pmatrix}.$$

The definition below allows arbitrary complex $a,b,c,m$, so that the matrix algebra can be done without the imaginary unit.

```lean
/-- The entries of the Hamiltonian, with a, b, c standing for px - i py, px + i py, pz. -/
def entryForm (a b c m : ℂ) : Matrix (Fin 4) (Fin 4) ℂ :=
  !![m, 0, c, a; 0, m, b, -c; c, a, -m, 0; b, -c, 0, -m]
```

Adding the four matrices entry by entry gives this form. The proof does the same, checking all sixteen entries.

```lean
/-- The free Dirac Hamiltonian written out entry by entry. -/
theorem hamiltonian_eq (p : Fin 3 → ℝ) (m : ℝ) :
    hamiltonian p m =
      entryForm (p 0 - p 1 * Complex.I) (p 0 + p 1 * Complex.I) (p 2) m := by
  ext i j
  fin_cases i <;> fin_cases j <;>
    simp [hamiltonian, entryForm, alphaX, alphaY, alphaZ, beta] <;> ring
```

The physical energy is recovered from

$$c^2+ab+m^2=p_2^2+(p_0-ip_1)(p_0+ip_1)+m^2=p_2^2+p_0^2+p_1^2+m^2 .$$

The only fact needed beyond ordinary algebra is $i^2=-1$, which enters multiplied by $p_1^2$ in the `linear_combination` step.

```lean
/-- The squared energy p.p + m^2 in terms of px - i py, px + i py and pz. -/
theorem energy_sq_entries (p : Fin 3 → ℝ) (m : ℝ) :
    ((p ⬝ᵥ p + m ^ 2 : ℝ) : ℂ) =
      (p 2 : ℂ) ^ 2 + (p 0 - p 1 * Complex.I) * (p 0 + p 1 * Complex.I) + (m : ℂ) ^ 2 := by
  simp only [dotProduct, Fin.sum_univ_three]
  push_cast
  linear_combination (p 1 : ℂ) ^ 2 * Complex.I_sq
```

## The square of the Hamiltonian

Multiplying out the small block,

$$S^2=\begin{pmatrix}c^2+ab&ca-ac\\bc-cb&ba+c^2\end{pmatrix}=(c^2+ab)\,1 .$$

In $H^2$ the off-diagonal blocks are $mS-Sm=0$ and $Sm-mS=0$, and both diagonal blocks are $m^2+S^2$. Hence

$$H^2=(c^2+ab+m^2)\,1=(p\cdot p+m^2)\,1 .$$

The local statement `key` checks this product by entries for arbitrary $a,b,c$ and mass parameter $\mu$. The last line then inserts the physical values.

```lean
/-- The square of the free Dirac Hamiltonian is p.p + m^2 times the identity. -/
theorem hamiltonian_sq (p : Fin 3 → ℝ) (m : ℝ) :
    hamiltonian p m * hamiltonian p m = ((p ⬝ᵥ p + m ^ 2 : ℝ) : ℂ) • 1 := by
  have key : ∀ a b c μ : ℂ, entryForm a b c μ * entryForm a b c μ =
      (c ^ 2 + a * b + μ ^ 2) • (1 : Matrix (Fin 4) (Fin 4) ℂ) := by
    intro a b c μ
    ext i j
    fin_cases i <;> fin_cases j <;>
      simp [entryForm, Matrix.mul_apply, Fin.sum_univ_succ] <;> ring
  rw [hamiltonian_eq, key, energy_sq_entries]
```

## The secular determinant

For a complex number $x$,

$$\det(x-H)=\det\begin{pmatrix}x-m&-S\\-S&x+m\end{pmatrix}.$$

The lower two blocks commute, because one of them is a multiple of the identity, so the determinant reduces to a $2\times2$ one:

$$\det\bigl((x-m)(x+m)-S^2\bigr)=\det\bigl((x^2-m^2-c^2-ab)\,1\bigr)=\bigl(x^2-(p\cdot p+m^2)\bigr)^2 .$$

Lean reaches the same value by expanding the $4\times4$ determinant along its first row and simplifying with `ring`. Since two complex polynomials that agree at every $x$ are equal, `Polynomial.funext` turns the values into an identity between polynomials. In the statement, `charpoly` is $\det(X-H)$, `X` is the indeterminate and `C` marks a constant polynomial.

```lean
/-- The characteristic polynomial of the free Dirac Hamiltonian is
(X^2 - (p.p + m^2))^2. -/
theorem hamiltonian_charpoly (p : Fin 3 → ℝ) (m : ℝ) :
    (hamiltonian p m).charpoly = (X ^ 2 - C ((p ⬝ᵥ p + m ^ 2 : ℝ) : ℂ)) ^ 2 := by
  -- the secular determinant at a fixed complex number x
  have key : ∀ a b c μ x : ℂ, (Matrix.scalar (Fin 4) x - entryForm a b c μ).det =
      (x ^ 2 - (c ^ 2 + a * b + μ ^ 2)) ^ 2 := by
    intro a b c μ x
    have h : Matrix.scalar (Fin 4) x - entryForm a b c μ =
        !![x - μ, 0, -c, -a; 0, x - μ, -b, c; -c, -a, x + μ, 0; -b, c, 0, x + μ] := by
      ext i j
      fin_cases i <;> fin_cases j <;> simp [entryForm]
    rw [h]
    simp [Matrix.det_succ_row_zero, Fin.sum_univ_succ, Fin.succAbove]
    ring
  -- polynomials over ℂ with equal values are equal
  apply Polynomial.funext
  intro x
  rw [Matrix.eval_charpoly, hamiltonian_eq, key, energy_sq_entries]
  simp only [eval_pow, eval_sub, eval_X, eval_C]
```

Since $p\cdot p+m^2\ge0$, it equals $E^2$, and $X^2-E^2=(X-E)(X+E)$. Therefore

$$\det(X-H)=(X-E)^2(X+E)^2 .$$

This also holds at $E=0$, where it reads $X^4$. For $E>0$ it gives each branch algebraic multiplicity two.

```lean
/-- The characteristic polynomial splits into the two energy branches, each squared. -/
theorem hamiltonian_charpoly_branches (p : Fin 3 → ℝ) (m : ℝ) :
    (hamiltonian p m).charpoly =
      (X - C (energy p m : ℂ)) ^ 2 * (X + C (energy p m : ℂ)) ^ 2 := by
  have h0 : 0 ≤ p ⬝ᵥ p := Finset.sum_nonneg fun i _ => mul_self_nonneg (p i)
  have h : p ⬝ᵥ p + m ^ 2 = energy p m ^ 2 := (Real.sq_sqrt (by positivity)).symm
  rw [hamiltonian_charpoly, h, Complex.ofReal_pow, C_pow]
  ring
```

## Counting eigenvectors with the energy projector

Algebraic multiplicity does not by itself count independent eigenvectors. For that, let $E$ now be any nonzero real number, of either sign, with $E^2=p\cdot p+m^2$, and define

$$P=\frac{H+E}{2E}.$$

From $H^2=E^2$ it follows that

$$HP=\frac{E^2+EH}{2E}=E\,P,$$

so $P$ sends every vector into the eigenspace at $E$. If $v$ is already in that eigenspace, then

$$Pv=\frac{E+E}{2E}\,v=v .$$

Thus $P$ is a projector onto the eigenspace, and its trace is the dimension. The diagonal of $H$ is $m,m,-m,-m$, so $\operatorname{tr}H=0$ and

$$\operatorname{tr}P=\frac{0+4E}{2E}=2 .$$

In the theorem, `Matrix.toLin'` reads the matrix as a linear map on $\mathbb C^4$, and `Module.finrank ℂ` is the complex dimension. The hypothesis `hE` permits the division by $2E$, while `hsq` makes $E$ an energy of this Hamiltonian. Without `hsq` the conclusion fails: for $p=0$, $m=1$ and $E=2$ we have $H=\beta$, whose eigenvalues are $\pm1$, and the eigenspace at 2 has dimension zero.

Inside the proof, `hHP` is the identity $HP=EP$, `hproj` collects the two projector properties, and `hPtr` is the trace. The closing lines equate the trace of the linear map with that of the matrix and pass from the complex number 2 to the natural number 2.

```lean
/-- Every nonzero real E with E^2 = p.p + m^2 has a two-dimensional eigenspace. -/
theorem finrank_eigenspace (p : Fin 3 → ℝ) (m E : ℝ) (hE : E ≠ 0)
    (hsq : E ^ 2 = p ⬝ᵥ p + m ^ 2) :
    Module.finrank ℂ
      (Module.End.eigenspace (Matrix.toLin' (hamiltonian p m)) (E : ℂ)) = 2 := by
  have hE' : (2 * (E : ℂ)) ≠ 0 := mul_ne_zero two_ne_zero (Complex.ofReal_ne_zero.2 hE)
  have hH := hamiltonian_sq p m
  rw [← hsq, Complex.ofReal_pow] at hH
  have htr : (hamiltonian p m).trace = 0 := by
    rw [hamiltonian_eq]
    simp [Matrix.trace, entryForm, Fin.sum_univ_succ]
  -- the energy projector (H + E) / (2E)
  obtain ⟨P, hP⟩ : ∃ P : Matrix (Fin 4) (Fin 4) ℂ,
      P = (2 * (E : ℂ))⁻¹ • (hamiltonian p m + (E : ℂ) • 1) := ⟨_, rfl⟩
  have hHP : hamiltonian p m * P = (E : ℂ) • P := by
    rw [hP, mul_smul_comm, mul_add, hH, mul_smul_comm, mul_one]
    module
  have hproj : LinearMap.IsProj
      (Module.End.eigenspace (Matrix.toLin' (hamiltonian p m)) (E : ℂ))
      (Matrix.toLin' P) := by
    constructor
    · intro x
      rw [Module.End.mem_eigenspace_iff, Matrix.toLin'_apply, Matrix.toLin'_apply,
        Matrix.mulVec_mulVec, hHP, Matrix.smul_mulVec]
    · intro x hx
      rw [Module.End.mem_eigenspace_iff, Matrix.toLin'_apply] at hx
      rw [Matrix.toLin'_apply, hP, Matrix.smul_mulVec, Matrix.add_mulVec,
        Matrix.smul_mulVec, Matrix.one_mulVec, hx, ← add_smul, smul_smul, ← two_mul,
        inv_mul_cancel₀ hE', one_smul]
  -- the dimension of the range of a projector is its trace
  have hPtr : P.trace = 2 := by
    rw [hP, Matrix.trace_smul, Matrix.trace_add, Matrix.trace_smul, htr, Matrix.trace_one,
      Fintype.card_fin, smul_eq_mul, smul_eq_mul, inv_mul_eq_iff_eq_mul₀ hE']
    push_cast
    ring
  have ht := hproj.trace
  rw [LinearMap.trace_eq_matrix_trace ℂ (Pi.basisFun ℂ (Fin 4)),
    LinearMap.toMatrix_eq_toMatrix', LinearMap.toMatrix'_toLin', hPtr] at ht
  exact_mod_cast ht.symm
```

In a calculation, the columns of $H+E$ supply the eigenvectors directly. For $E>0$ and $m\ge0$, the first two columns, divided by $\sqrt{2E(E+m)}$, are the orthonormal positive-energy spinors

$$\frac{1}{\sqrt{2E(E+m)}}\begin{pmatrix}E+m\\0\\c\\b\end{pmatrix},\qquad
\frac{1}{\sqrt{2E(E+m)}}\begin{pmatrix}0\\E+m\\a\\-c\end{pmatrix}.$$

A numerical diagonaliser may return any other basis of the same plane. When two programs diagonalise the same matrix $H$, the projectors $P$ should therefore agree, up to rounding, even where the individual eigenvectors do not.

## Both signs of the energy

If $p\ne0$, then $p\cdot p>0$; if $m\ne0$, then $m^2>0$. In either case $p\cdot p+m^2>0$ and $E=\sqrt{p\cdot p+m^2}$ is positive. Both $E$ and $-E$ are nonzero and have the same square, so the projector argument applies to each and gives two dimensions twice, which fills $\mathbb C^4$.

The theorem states the positivity and the two dimensions together. Its hypothesis `p ≠ 0 ∨ m ≠ 0` covers a massive particle at rest as well as a massless particle in motion. The proof treats these alternatives separately to obtain `hpos`, then calls `finrank_eigenspace` once for each sign.

```lean
/-- Unless momentum and mass both vanish, the energy is positive and the eigenspaces at
plus and minus the energy are both two-dimensional. -/
theorem branches_doubly_degenerate (p : Fin 3 → ℝ) (m : ℝ) (h : p ≠ 0 ∨ m ≠ 0) :
    0 < energy p m ∧
    Module.finrank ℂ (Module.End.eigenspace (Matrix.toLin' (hamiltonian p m))
      ((energy p m : ℝ) : ℂ)) = 2 ∧
    Module.finrank ℂ (Module.End.eigenspace (Matrix.toLin' (hamiltonian p m))
      ((-energy p m : ℝ) : ℂ)) = 2 := by
  have h0 : 0 ≤ p ⬝ᵥ p := Finset.sum_nonneg fun i _ => mul_self_nonneg (p i)
  have hpos : 0 < p ⬝ᵥ p + m ^ 2 := by
    rcases h with hp | hm
    · have h1 : 0 < p ⬝ᵥ p :=
        lt_of_le_of_ne h0 fun h2 => hp (dotProduct_self_eq_zero.1 h2.symm)
      positivity
    · positivity
  have hE : 0 < energy p m := Real.sqrt_pos.2 hpos
  have hsq : energy p m ^ 2 = p ⬝ᵥ p + m ^ 2 := Real.sq_sqrt hpos.le
  exact ⟨hE, finrank_eigenspace p m _ hE.ne' hsq,
    finrank_eigenspace p m _ (neg_ne_zero.2 hE.ne') (by rw [neg_sq, hsq])⟩
```

## Where the two branches meet

The excluded case is a massless particle at zero momentum. There $H=0$, every vector satisfies $Hv=0$, and the eigenspace at zero energy is all of $\mathbb C^4$. Its dimension is four, so the count of two fails when the hypothesis is removed. In a band plot of the massless model this is the point at which the two doubly degenerate branches touch.

The proof shows that the eigenspace is the whole space, written `⊤`, and takes its dimension.

```lean
/-- At zero momentum and zero mass the zero-energy eigenspace is four-dimensional. -/
theorem massless_rest_fourfold :
    Module.finrank ℂ
      (Module.End.eigenspace (Matrix.toLin' (hamiltonian 0 0)) (0 : ℂ)) = 4 := by
  have h : hamiltonian 0 0 = 0 := by simp [hamiltonian]
  have htop : Module.End.eigenspace (Matrix.toLin' (hamiltonian 0 0)) (0 : ℂ) = ⊤ := by
    ext x
    simp [h]
  rw [htop, finrank_top]
  simp

end

end FreeDiracHamiltonian
```

```lean
#print axioms FreeDiracHamiltonian.hamiltonian_charpoly
-- 'FreeDiracHamiltonian.hamiltonian_charpoly' depends on axioms: [propext, Classical.choice, Quot.sound]
#print axioms FreeDiracHamiltonian.hamiltonian_charpoly_branches
-- 'FreeDiracHamiltonian.hamiltonian_charpoly_branches' depends on axioms: [propext, Classical.choice, Quot.sound]
#print axioms FreeDiracHamiltonian.branches_doubly_degenerate
-- 'FreeDiracHamiltonian.branches_doubly_degenerate' depends on axioms: [propext, Classical.choice, Quot.sound]
#print axioms FreeDiracHamiltonian.massless_rest_fourfold
-- 'FreeDiracHamiltonian.massless_rest_fourfold' depends on axioms: [propext, Classical.choice, Quot.sound]
```
